# Equal interatomic distances fix a labelled structure up to rotation, reflection and translation

Put two atoms, o and p, on a line, at x_o and x_p in one structure and at y_o and y_p in another. If their separations agree, then

y_p − y_o = ±(x_p − x_o).

Let Q be multiplication by that sign and set t = y_o − Q x_o. Then y = Q x + t holds for both atoms. If the atoms are at distinct points, the sign is fixed, and a minus sign means that no translation alone will do. In n dimensions a linear isometry takes the place of the sign. It is built below from the two sets of positions, and the equality of the distances ensures that the construction works.

```lean
import Mathlib

open scoped InnerProductSpace

namespace DistanceGeometry
```

This loads Mathlib and the notation `⟪u, v⟫_ℝ` for the real inner product, written ⟨u, v⟩ below.

```lean
/-- Euclidean space of dimension `n`, in which the atoms have their positions. -/
abbrev Space (n : ℕ) := EuclideanSpace ℝ (Fin n)
```

A position is a vector of n real coordinates with the Euclidean length.

```lean
variable {n : ℕ} {ι : Type*}

/-- Two labelled structures have the same distance between every pair of atoms. -/
def SameDistances (x y : ι → Space n) : Prop :=
  ∀ i j, dist (x i) (x j) = dist (y i) (y j)
```

The type `ι` holds the atom labels, and `x i` is the position x_i. `SameDistances x y` says that |x_i − x_j| = |y_i − y_j| for every pair. Labels are kept, so identical atoms are not exchanged. There may be any number of atoms, and they may be coplanar or coincident.

```lean
/-- A linear isometry is proper if its determinant is one. -/
def IsProper (Q : Space n ≃ₗᵢ[ℝ] Space n) : Prop :=
  LinearMap.det Q.toLinearEquiv.toLinearMap = 1
```

The type `Space n ≃ₗᵢ[ℝ] Space n` contains the invertible linear maps that preserve length: rotations, reflections and their products, such as inversion in three dimensions. Their determinant is ±1, and `IsProper` selects +1.

```lean
/-- Law of cosines: the inner product of two positions relative to a reference point `o`
is determined by the three distances among the points. -/
theorem inner_from_distances (a b o : Space n) :
    ⟪a - o, b - o⟫_ℝ = (dist a o ^ 2 + dist b o ^ 2 - dist a b ^ 2) / 2 := by
  have h := norm_sub_sq_real (a - o) (b - o)
  rw [sub_sub_sub_cancel_right] at h
  simp only [dist_eq_norm]
  linarith
```

This is the law of cosines. Since (a − o) − (b − o) = a − b,

|a − b|² = |a − o|² − 2⟨a − o, b − o⟩ + |b − o|².

Solving for the inner product gives the statement. In Lean, `norm_sub_sq_real` supplies the expansion and `linarith` solves it.

```lean
/-- If two families of vectors have the same inner products, then their linear combinations with the
same coefficients have the same length. -/
theorem norm_combination_eq {u v : ι → Space n}
    (h : ∀ i j, ⟪u i, u j⟫_ℝ = ⟪v i, v j⟫_ℝ) (c : ι →₀ ℝ) :
    ‖Finsupp.linearCombination ℝ u c‖ = ‖Finsupp.linearCombination ℝ v c‖ := by
  -- the squared length is a quadratic form in the coefficients, given by the Gram matrix
  have key : ∀ w : ι → Space n, ‖Finsupp.linearCombination ℝ w c‖ ^ 2 =
      ∑ i ∈ c.support, ∑ j ∈ c.support, c i * (c j * ⟪w i, w j⟫_ℝ) := by
    intro w
    rw [← real_inner_self_eq_norm_sq, Finsupp.linearCombination_apply, Finsupp.sum, sum_inner]
    refine Finset.sum_congr rfl fun i _ => ?_
    rw [inner_sum]
    refine Finset.sum_congr rfl fun j _ => ?_
    rw [real_inner_smul_left, real_inner_smul_right]
  have hs : ‖Finsupp.linearCombination ℝ u c‖ ^ 2 =
      ‖Finsupp.linearCombination ℝ v c‖ ^ 2 := by
    rw [key u, key v]
    simp only [h]
  exact (sq_eq_sq₀ (norm_nonneg _) (norm_nonneg _)).mp hs
```

Here c is a list of coefficients, only finitely many of them nonzero. Expanding the square gives

|Σ_i c_i u_i|² = Σ_i Σ_j c_i c_j ⟨u_i, u_j⟩,

which is `key`. If the v_i have the same inner products, the right-hand side is unchanged, so the lengths agree.

```lean
/-- Two families of vectors with the same inner products are related by a linear isometry
of the whole space. -/
theorem exists_isometry_of_inner_eq {u v : ι → Space n}
    (h : ∀ i j, ⟪u i, u j⟫_ℝ = ⟪v i, v j⟫_ℝ) :
    ∃ Q : Space n ≃ₗᵢ[ℝ] Space n, ∀ i, Q (u i) = v i := by
  let A := Finsupp.linearCombination ℝ u
  let B := Finsupp.linearCombination ℝ v
  have hAB : ∀ c, ‖A c‖ = ‖B c‖ := norm_combination_eq h
  -- choose coefficients `g s` for every vector `s` in the span of the first family
  obtain ⟨g, hg⟩ :=
    A.rangeRestrict.exists_rightInverse_of_surjective A.range_rangeRestrict
  have hgA : ∀ s : LinearMap.range A, A (g s) = s :=
    fun s => congrArg Subtype.val (LinearMap.congr_fun hg s)
  -- the same coefficients in the second family define an isometry on the span
  let L : LinearMap.range A →ₗᵢ[ℝ] Space n := ⟨B ∘ₗ g, fun s => by
    change ‖B (g s)‖ = ‖(s : Space n)‖
    rw [← hAB, hgA]⟩
  refine ⟨L.extend.toLinearIsometryEquiv rfl, fun i => ?_⟩
  have hu : A (Finsupp.single i 1) = u i := by simp [A]
  have hv : B (Finsupp.single i 1) = v i := by simp [B]
  let s : LinearMap.range A := ⟨u i, ⟨Finsupp.single i 1, hu⟩⟩
  -- the result does not depend on the choice of coefficients
  have hz : ‖B (g s - Finsupp.single i 1)‖ = 0 := by
    rw [← hAB, map_sub, hgA, hu]
    simp [s]
  have hB : B (g s) = v i := by
    rw [norm_eq_zero, map_sub, hv, sub_eq_zero] at hz
    exact hz
  rw [LinearIsometry.toLinearIsometryEquiv_apply]
  exact (L.extend_apply s).trans hB
```

By hand, define a map on the span of the u_i by

Σ_i c_i u_i ↦ Σ_i c_i v_i.

If coefficients c and c′ give the same vector on the left, then Σ_i (c_i − c′_i) u_i = 0. By the previous lemma Σ_i (c_i − c′_i) v_i also has length zero, so the map is well defined. The same lemma shows that it preserves length. The orthogonal complements of the span and of its image have equal dimension, so an isometry between them extends the map to the whole space.

In the code, `A` and `B` form the combinations of the u_i and the v_i, `g` picks coefficients linearly, and `L` is the map on the span. `hz` shows that the choice made by `g` does not matter, and `L.extend` performs the extension.

```lean
/-- Two labelled structures have the same interatomic distances if and only if one is carried
to the other, atom by atom, by a linear isometry followed by a translation. -/
theorem sameDistances_iff_rigid_motion (x y : ι → Space n) :
    SameDistances x y ↔
      ∃ (Q : Space n ≃ₗᵢ[ℝ] Space n) (t : Space n), ∀ i, y i = Q (x i) + t := by
  constructor
  · intro h
    rcases isEmpty_or_nonempty ι with hι | ⟨⟨o⟩⟩
    · exact ⟨LinearIsometryEquiv.refl ℝ _, 0, fun i => (hι.false i).elim⟩
    · -- take atom `o` as the origin of both structures
      obtain ⟨Q, hQ⟩ := exists_isometry_of_inner_eq
        (u := fun i => x i - x o) (v := fun i => y i - y o)
        (fun i j => by simp only [inner_from_distances, h i j, h i o, h j o])
      refine ⟨Q, y o - Q (x o), fun i => ?_⟩
      have hi : Q (x i - x o) = y i - y o := hQ i
      rw [map_sub] at hi
      linear_combination (norm := module) (-1 : ℝ) • hi
  · rintro ⟨Q, t, h⟩
    intro i j
    rw [h i, h j, dist_add_right, Q.dist_map]
```

This is the main theorem, in both directions. The `rigid_motion` in its name may include a reflection, which no actual motion of a rigid body in space can produce. Given equal distances, choose an atom o and set u_i = x_i − x_o and v_i = y_i − y_o. The law of cosines makes their inner products equal, so there is a Q with

Q x_i − Q x_o = y_i − y_o.

Hence y_i = Q x_i + t with t = y_o − Q x_o. With no atoms at all, the identity and t = 0 serve. Conversely, t cancels in differences and Q preserves length.

```lean
/-- If the positions relative to one atom `o` span the space, then the linear isometry and the
translation are determined by the images of the atoms. -/
theorem rigid_motion_unique {x : ι → Space n} (o : ι)
    (hx : Submodule.span ℝ (Set.range fun i => x i - x o) = ⊤)
    {Q R : Space n ≃ₗᵢ[ℝ] Space n} {t s : Space n}
    (h : ∀ i, Q (x i) + t = R (x i) + s) : Q = R ∧ t = s := by
  -- differences of positions do not feel the translations
  have hE : Set.EqOn Q.toLinearEquiv.toLinearMap R.toLinearEquiv.toLinearMap
      (Set.range fun i => x i - x o) := by
    rintro _ ⟨i, rfl⟩
    change Q (x i - x o) = R (x i - x o)
    rw [map_sub, map_sub]
    linear_combination (norm := module) (1 : ℝ) • h i - (1 : ℝ) • h o
  have hlin := LinearMap.ext_on hx hE
  have hQR : Q = R := LinearIsometryEquiv.ext fun v => LinearMap.congr_fun hlin v
  subst hQR
  exact ⟨rfl, add_left_cancel (h o)⟩
```

The hypothesis `hx` says that the vectors x_i − x_o span the space; in three dimensions this requires four non-coplanar atoms. Subtracting the equation for o from that for i gives

Q(x_i − x_o) = R(x_i − x_o).

Two linear maps that agree on a spanning set are equal, so Q = R, and then t = s.

```lean
/-- If the positions relative to one atom `o` span the space, the image of the structure under
an improper linear isometry has the same distances, but no proper linear isometry followed by a
translation carries the structure to that image atom by atom. -/
theorem improper_image_not_superimposable {x : ι → Space n} (o : ι)
    (hx : Submodule.span ℝ (Set.range fun i => x i - x o) = ⊤)
    {Q : Space n ≃ₗᵢ[ℝ] Space n} (hQ : ¬ IsProper Q) :
    SameDistances x (fun i => Q (x i)) ∧
      ¬ ∃ (R : Space n ≃ₗᵢ[ℝ] Space n) (t : Space n),
        IsProper R ∧ ∀ i, Q (x i) = R (x i) + t := by
  refine ⟨fun i j => (Q.dist_map _ _).symm, ?_⟩
  rintro ⟨R, t, hR, h⟩
  -- by uniqueness the proper isometry would have to be the improper one
  have hQR : Q = R := (rigid_motion_unique o hx (Q := Q) (R := R) (t := 0) (s := t)
    (fun i => by rw [add_zero]; exact h i)).1
  exact hQ (by rw [hQR]; exact hR)

end DistanceGeometry
```

An improper Q preserves every distance. If a proper R and a translation t produced the same image, then Q x_i + 0 = R x_i + t for all i, and uniqueness would give Q = R, a contradiction. For a planar molecule in three dimensions `hx` fails, and reflection in its plane moves no atom.

A model energy that depends only on interatomic distances therefore cannot tell such a labelled structure from its mirror image. The property proved in the theorem, that the labelled structure cannot be superimposed on its mirror image, is weaker than chirality in the chemist's sense, which demands that superposition fail even when identical atoms may be exchanged.

```lean
#print axioms DistanceGeometry.sameDistances_iff_rigid_motion
#print axioms DistanceGeometry.improper_image_not_superimposable
```

```
'DistanceGeometry.sameDistances_iff_rigid_motion' depends on axioms: [propext, Classical.choice, Quot.sound]
'DistanceGeometry.improper_image_not_superimposable' depends on axioms: [propext, Classical.choice, Quot.sound]
```
